# Lyapunov's inequality for $u'' + qu = 0$ and the classical kinetic energy between two nodes

## Physical setting

Fix real numbers $a < b$ and write $L = b - a$. Let $q$ be a real function, continuous on the closed interval $[a,b]$, and let $q_+(x) = \max(q(x), 0)$ be its positive part. A real function $u$ is called a solution on $[a,b]$ if $u$ and $u'$ are continuous on $[a,b]$ and $u'' + qu = 0$ holds on the open interval $(a,b)$. A node is a point where $u$ vanishes, and $u$ is non-trivial if $u(x) \neq 0$ for some $x$ in $[a,b]$. All integrals run from the lower to the upper limit with respect to length $dx$.

The stationary Schrödinger equation for a particle of mass $m > 0$ with energy $E$ in a potential $V$,
$$-\frac{\hbar^2}{2m}\,\psi'' + V\psi = E\psi ,$$
has this form with $u = \psi$ and $q = \kappa\,(E - V)$, where $\kappa = 2m/\hbar^2$. Where $E > V$ the function $q$ is positive and $\psi$ curves towards the axis; where $E < V$ it curves away. The quantity $\max(E - V, 0)$ is the classical kinetic energy in the allowed region and zero in the forbidden region. For one particle in one dimension, with a real wavefunction and a continuous potential, the result below gives a lower bound on this kinetic energy integrated over the distance between two nodes.

## Statement

Let $u$ be a non-trivial solution on $[a,b]$ with $u(a) = u(b) = 0$. Then
$$\int_a^b q_+\,dx \;\ge\; \frac{4}{b-a}, \qquad\text{and hence}\qquad \int_a^b |q|\,dx \;\ge\; \frac{4}{b-a}.$$
The first bound is `lyapunov_pos_part` and the second is `lyapunov`. The first is the stronger one, since regions with $q < 0$ add to $\int |q|$ but not to $\int q_+$.

For the Schrödinger equation, `schrodinger_nodes` says that a non-trivial real $\psi$ with nodes at $a$ and $b$ satisfies
$$\int_a^b \max(E - V, 0)\,dx \;\ge\; \frac{2\hbar^2}{m\,(b-a)} .$$
Both sides have the dimension of energy times length.

All three inequalities are non-strict. Lyapunov's inequality is usually quoted with a strict sign and with the remark that the constant $4$ is optimal; neither refinement is proved in the file.

## Derivation

**Step 1, a trial slope.** Let $s \le t$, let $u$ and $u'$ be continuous on $[s,t]$, and let $k$ be any real number. From $(u' - k)^2 \ge 0$ we have $2k\,u' - k^2 \le u'^2$ at every point. Integrating, and using $\int_s^t u'\,dx = u(t) - u(s)$,
$$2k\,\bigl(u(t) - u(s)\bigr) - k^2 (t - s) \;\le\; \int_s^t u'^2\,dx .$$

**Step 2, amplitude against $\int u'^2$.** Let $u(a) = u(b) = 0$ and let $c$ be any point of $[a,b]$. Step 1 on $[a,c]$ with slope $k$ and on $[c,b]$ with slope $-k$ gives
$$2k\,u(c) - k^2 (c - a) \le \int_a^c u'^2\,dx, \qquad 2k\,u(c) - k^2 (b - c) \le \int_c^b u'^2\,dx ,$$
where the second left-hand side comes from $2(-k)\bigl(0 - u(c)\bigr) = 2k\,u(c)$. Adding the two,
$$4k\,u(c) - k^2 L \;\le\; \int_a^b u'^2\,dx .$$
Choose $k = 2u(c)/L$. The left-hand side becomes $8u(c)^2/L - 4u(c)^2/L$, so
$$\frac{4\,u(c)^2}{L} \;\le\; \int_a^b u'^2\,dx .$$
Nothing is divided by $c - a$ or $b - c$, so the end points $c = a$ and $c = b$ need no separate treatment. The differential equation has not been used yet.

**Step 3, integration by parts.** For a solution, $(uu')' = u'^2 + uu'' = u'^2 - qu^2$ on $(a,b)$. The product $uu'$ is continuous on $[a,b]$ and vanishes at both ends, so
$$0 = u(b)u'(b) - u(a)u'(a) = \int_a^b u'^2\,dx - \int_a^b q u^2\,dx .$$

**Step 4, the point of largest amplitude.** The continuous function $u^2$ attains its maximum over $[a,b]$ at some point $c$. Since $u(x_0) \ne 0$ for some $x_0$, we have $u(c)^2 \ge u(x_0)^2 > 0$. At every $x$ in $[a,b]$,
$$q(x)\,u(x)^2 \;\le\; q_+(x)\,u(x)^2 \;\le\; q_+(x)\,u(c)^2 ,$$
first because $q \le q_+$ and $u^2 \ge 0$, then because $q_+ \ge 0$ and $u(x)^2 \le u(c)^2$. Chaining Steps 2 and 3 with the integral of this bound,
$$\frac{4\,u(c)^2}{L} \le \int_a^b u'^2\,dx = \int_a^b q u^2\,dx \le u(c)^2 \int_a^b q_+\,dx .$$
Division by $u(c)^2 > 0$ gives $4/L \le \int_a^b q_+\,dx$.

**Step 5, the absolute value.** Since $q \le |q|$ and $0 \le |q|$, we have $q_+ \le |q|$ pointwise, and therefore $4/L \le \int_a^b |q|\,dx$.

**Step 6, the Schrödinger form.** Multiplying the Schrödinger equation by $-\kappa$ gives $\psi'' = -\kappa(E - V)\psi$. Since $\kappa > 0$, $\max(\kappa(E - V), 0) = \kappa \max(E - V, 0)$, and Step 4 reads $4/L \le \kappa \int_a^b \max(E - V, 0)\,dx$. Multiplying by $1/\kappa = \hbar^2/2m$ turns the left-hand side into $2\hbar^2/(mL)$.

## What the formal version assumes

The functions `q`, `u` and `u'` have type `ℝ → ℝ`, but only their values on $[a,b]$ enter. `Icc a b` is the closed interval and `Ioo a b` the open one. The symbol `u'` names an independent function, and the structure `Solves q u u' a b` ties it to `u` by four fields. `cont` and `cont'` give continuity of `u` and `u'` on `Icc a b`. `slope` says that `u` has derivative `u' x` at each interior point `x`. `eqn` says that `u'` has derivative `-(q x * u x)` there, which is $u'' = -qu$. No derivative is required at $a$ or $b$. A $C^2$ solution on $[a,b]$ enters by taking `u'` to be its first derivative and supplying these four fields, since the theorems are stated for `Solves` and not for a Mathlib smoothness class.

The remaining hypotheses of `lyapunov_pos_part` and `lyapunov` are `hab` for $a < b$, `hq` for continuity of $q$ on $[a,b]$, `ha` and `hb` for the two nodes, and `hne` for non-triviality. The nodes need not be consecutive. The expression `∫ x in a..b, max (q x) 0` is the Lebesgue integral over the interval. Mathlib gives a non-integrable function the integral zero, but every integrand in the main theorems is continuous on a closed bounded interval, so these are the ordinary integrals.

In `schrodinger_nodes` the hypotheses are written out without the structure. `ψ'` and `ψ''` are functions tied to `ψ` by `hd` and `hd'`, the equation is `hS` on the open interval, and `hm` and `hh` make `m` and `hbar` positive. The energy `E` is any real number for which such a `ψ` is given. The wavefunction is not normalised, and both the hypotheses and the conclusion are unchanged when it is rescaled by a non-zero constant. Existence of the solution and of its nodes is assumed and not derived. The statement covers real wavefunctions in one dimension only, and continuity of `V` on `Icc a b` excludes delta potentials, steps inside the interval and singularities at its ends.

The theorem `solves_witness` supplies an example: $u = \sin$ and $u' = \cos$ satisfy `Solves` with $q = 1$ on $[0,\pi]$, the sine vanishes at both ends, and it is non-zero at $\pi/2$. For these data the inequality reads $4/\pi \le \pi$.

## The Lean file

```lean
import Mathlib

open Set MeasureTheory

namespace LyapunovInequality

/-- `u` solves `u'' + q u = 0` on `[a,b]`: `u` and `u'` are continuous on the closed interval,
and in the interior `u'` is the derivative of `u` and `-q u` is the derivative of `u'`. -/
structure Solves (q u u' : ℝ → ℝ) (a b : ℝ) : Prop where
  cont : ContinuousOn u (Icc a b)
  cont' : ContinuousOn u' (Icc a b)
  slope : ∀ x ∈ Ioo a b, HasDerivAt u (u' x) x
  eqn : ∀ x ∈ Ioo a b, HasDerivAt u' (-(q x * u x)) x

/-- For every trial slope `k`, the integral of `u'²` over `[s,t]` is at least
`2k (u t - u s) - k² (t - s)`. -/
theorem slope_bound {u u' : ℝ → ℝ} {s t : ℝ} (k : ℝ) (hst : s ≤ t)
    (hu : ContinuousOn u (Icc s t)) (hu' : ContinuousOn u' (Icc s t))
    (hd : ∀ x ∈ Ioo s t, HasDerivAt u (u' x) x) :
    2 * k * (u t - u s) - k ^ 2 * (t - s) ≤ ∫ x in s..t, u' x ^ 2 := by
  have i1 : IntervalIntegrable u' volume s t := hu'.intervalIntegrable_of_Icc hst
  have i2 : IntervalIntegrable (fun x => u' x ^ 2) volume s t :=
    (hu'.pow 2).intervalIntegrable_of_Icc hst
  have i3 : IntervalIntegrable (fun x => 2 * k * u' x) volume s t := i1.const_mul (2 * k)
  have ic : IntervalIntegrable (fun _ : ℝ => k ^ 2) volume s t :=
    continuous_const.intervalIntegrable _ _
  have ftc : ∫ x in s..t, u' x = u t - u s :=
    intervalIntegral.integral_eq_sub_of_hasDerivAt_of_le hst hu hd i1
  -- pointwise `(u' - k)² ≥ 0`
  have mono : ∫ x in s..t, (2 * k * u' x - k ^ 2) ≤ ∫ x in s..t, u' x ^ 2 :=
    intervalIntegral.integral_mono_on hst (i3.sub ic) i2
      (fun x _ => by nlinarith [sq_nonneg (u' x - k)])
  rw [intervalIntegral.integral_sub i3 ic, intervalIntegral.integral_const_mul, ftc,
    intervalIntegral.integral_const, smul_eq_mul] at mono
  linarith

/-- For a function vanishing at `a` and `b`, the amplitude at any point `c` of `[a,b]` obeys
`4 u(c)² / (b - a) ≤ ∫ u'²`. -/
theorem amplitude_le_kinetic {u u' : ℝ → ℝ} {a b c : ℝ} (hab : a < b) (hc : c ∈ Icc a b)
    (hu : ContinuousOn u (Icc a b)) (hu' : ContinuousOn u' (Icc a b))
    (hd : ∀ x ∈ Ioo a b, HasDerivAt u (u' x) x) (ha : u a = 0) (hb : u b = 0) :
    4 * u c ^ 2 / (b - a) ≤ ∫ x in a..b, u' x ^ 2 := by
  have hL : b - a ≠ 0 := (sub_pos.2 hab).ne'
  obtain ⟨k, hk⟩ : ∃ k : ℝ, k * (b - a) = 2 * u c :=
    ⟨2 * u c / (b - a), div_mul_cancel₀ _ hL⟩
  have sl : Icc a c ⊆ Icc a b := Icc_subset_Icc_right hc.2
  have sr : Icc c b ⊆ Icc a b := Icc_subset_Icc_left hc.1
  -- slope `k` to the left of `c`, slope `-k` to the right
  have h1 := slope_bound k hc.1 (hu.mono sl) (hu'.mono sl)
    (fun x hx => hd x ⟨hx.1, hx.2.trans_le hc.2⟩)
  have h2 := slope_bound (-k) hc.2 (hu.mono sr) (hu'.mono sr)
    (fun x hx => hd x ⟨hc.1.trans_lt hx.1, hx.2⟩)
  have i1 : IntervalIntegrable (fun x => u' x ^ 2) volume a c :=
    ((hu'.mono sl).pow 2).intervalIntegrable_of_Icc hc.1
  have i2 : IntervalIntegrable (fun x => u' x ^ 2) volume c b :=
    ((hu'.mono sr).pow 2).intervalIntegrable_of_Icc hc.2
  have key : 4 * u c ^ 2 / (b - a) = 4 * k * u c - k ^ 2 * (b - a) := by
    rw [div_eq_iff hL]
    linear_combination (k * (b - a) - 2 * u c) * hk
  rw [ha] at h1
  rw [hb] at h2
  rw [← intervalIntegral.integral_add_adjacent_intervals i1 i2, key]
  linarith

/-- For a solution vanishing at `a` and `b`, with `q` continuous, `∫ u'² = ∫ q u²`. -/
theorem kinetic_identity {q u u' : ℝ → ℝ} {a b : ℝ} (hab : a ≤ b)
    (hq : ContinuousOn q (Icc a b)) (h : Solves q u u' a b) (ha : u a = 0) (hb : u b = 0) :
    ∫ x in a..b, u' x ^ 2 = ∫ x in a..b, q x * u x ^ 2 := by
  have i1 : IntervalIntegrable (fun x => u' x ^ 2) volume a b :=
    (h.cont'.pow 2).intervalIntegrable_of_Icc hab
  have i2 : IntervalIntegrable (fun x => q x * u x ^ 2) volume a b :=
    (hq.mul (h.cont.pow 2)).intervalIntegrable_of_Icc hab
  -- `(u u')' = u'² - q u²`
  have hd : ∀ x ∈ Ioo a b,
      HasDerivAt (fun x => u x * u' x) (u' x ^ 2 - q x * u x ^ 2) x := fun x hx =>
    ((h.slope x hx).fun_mul (h.eqn x hx)).congr_deriv (by ring)
  have hc : ContinuousOn (fun x => u x * u' x) (Icc a b) := h.cont.mul h.cont'
  have ftc : ∫ x in a..b, (u' x ^ 2 - q x * u x ^ 2) = u b * u' b - u a * u' a :=
    intervalIntegral.integral_eq_sub_of_hasDerivAt_of_le hab hc hd (i1.sub i2)
  rw [intervalIntegral.integral_sub i1 i2, ha, hb] at ftc
  linarith

/-- Lyapunov inequality for the positive part: if `q` is continuous and a solution of
`u'' + q u = 0` vanishes at `a` and `b` but not identically, then `∫ max(q,0) ≥ 4/(b-a)`. -/
theorem lyapunov_pos_part {q u u' : ℝ → ℝ} {a b : ℝ} (hab : a < b)
    (hq : ContinuousOn q (Icc a b)) (h : Solves q u u' a b) (ha : u a = 0) (hb : u b = 0)
    (hne : ∃ x ∈ Icc a b, u x ≠ 0) :
    4 / (b - a) ≤ ∫ x in a..b, max (q x) 0 := by
  have hsq : ContinuousOn (fun x => u x ^ 2) (Icc a b) := h.cont.pow 2
  -- `c` is a point of largest amplitude
  obtain ⟨c, hc, hmax⟩ := isCompact_Icc.exists_isMaxOn (nonempty_Icc.2 hab.le) hsq
  have hle : ∀ x ∈ Icc a b, u x ^ 2 ≤ u c ^ 2 := fun x hx => isMaxOn_iff.1 hmax x hx
  obtain ⟨x₀, hx₀, hu₀⟩ := hne
  have hpos₀ : 0 < u x₀ ^ 2 := by positivity
  have hM : 0 < u c ^ 2 := hpos₀.trans_le (hle x₀ hx₀)
  have hm : Continuous fun y : ℝ => max y 0 := continuous_id.max continuous_const
  have hp : ContinuousOn (fun x => max (q x) 0) (Icc a b) := hm.comp_continuousOn hq
  have i1 : IntervalIntegrable (fun x => q x * u x ^ 2) volume a b :=
    (hq.mul hsq).intervalIntegrable_of_Icc hab.le
  have i2 : IntervalIntegrable (fun x => max (q x) 0 * u c ^ 2) volume a b :=
    (hp.intervalIntegrable_of_Icc hab.le).mul_const _
  have mono : ∫ x in a..b, q x * u x ^ 2 ≤ ∫ x in a..b, max (q x) 0 * u c ^ 2 :=
    intervalIntegral.integral_mono_on hab.le i1 i2 (fun x hx =>
      (mul_le_mul_of_nonneg_right (le_max_left (q x) 0) (sq_nonneg (u x))).trans
        (mul_le_mul_of_nonneg_left (hle x hx) (le_max_right (q x) 0)))
  rw [intervalIntegral.integral_mul_const, ← kinetic_identity hab.le hq h ha hb] at mono
  have amp := amplitude_le_kinetic hab hc h.cont h.cont' h.slope ha hb
  refine le_of_mul_le_mul_right ?_ hM
  calc 4 / (b - a) * u c ^ 2 = 4 * u c ^ 2 / (b - a) := by ring
    _ ≤ _ := amp.trans mono

/-- Lyapunov inequality: if `q` is continuous and a solution of `u'' + q u = 0` vanishes at `a`
and `b` but not identically, then `∫ |q| ≥ 4/(b-a)`. -/
theorem lyapunov {q u u' : ℝ → ℝ} {a b : ℝ} (hab : a < b)
    (hq : ContinuousOn q (Icc a b)) (h : Solves q u u' a b) (ha : u a = 0) (hb : u b = 0)
    (hne : ∃ x ∈ Icc a b, u x ≠ 0) :
    4 / (b - a) ≤ ∫ x in a..b, |q x| := by
  have hm : Continuous fun y : ℝ => max y 0 := continuous_id.max continuous_const
  have hp : ContinuousOn (fun x => max (q x) 0) (Icc a b) := hm.comp_continuousOn hq
  have habs : ContinuousOn (fun x => |q x|) (Icc a b) := continuous_abs.comp_continuousOn hq
  exact (lyapunov_pos_part hab hq h ha hb hne).trans
    (intervalIntegral.integral_mono_on hab.le (hp.intervalIntegrable_of_Icc hab.le)
      (habs.intervalIntegrable_of_Icc hab.le)
      (fun x _ => max_le (le_abs_self _) (abs_nonneg _)))

/-- If a real solution of `-ħ²/(2m) ψ'' + V ψ = E ψ` with continuous `V` has nodes at `a` and `b`
and is not identically zero between them, then `∫ max(E - V, 0) ≥ 2ħ²/(m (b-a))`. -/
theorem schrodinger_nodes {V ψ ψ' ψ'' : ℝ → ℝ} {a b E m hbar : ℝ} (hab : a < b)
    (hm : 0 < m) (hh : 0 < hbar) (hV : ContinuousOn V (Icc a b))
    (hψ : ContinuousOn ψ (Icc a b)) (hψ' : ContinuousOn ψ' (Icc a b))
    (hd : ∀ x ∈ Ioo a b, HasDerivAt ψ (ψ' x) x) (hd' : ∀ x ∈ Ioo a b, HasDerivAt ψ' (ψ'' x) x)
    (hS : ∀ x ∈ Ioo a b, -(hbar ^ 2 / (2 * m)) * ψ'' x + V x * ψ x = E * ψ x)
    (ha : ψ a = 0) (hb : ψ b = 0) (hne : ∃ x ∈ Icc a b, ψ x ≠ 0) :
    2 * hbar ^ 2 / (m * (b - a)) ≤ ∫ x in a..b, max (E - V x) 0 := by
  have hL : b - a ≠ 0 := (sub_pos.2 hab).ne'
  have hc : 0 < hbar ^ 2 / (2 * m) := by positivity
  -- `κ = 2m/ħ²` and `q = κ (E - V)`
  obtain ⟨κ, hκ, hκ1⟩ : ∃ κ : ℝ, 0 < κ ∧ κ * (hbar ^ 2 / (2 * m)) = 1 :=
    ⟨(hbar ^ 2 / (2 * m))⁻¹, inv_pos.2 hc, inv_mul_cancel₀ hc.ne'⟩
  have hq : ContinuousOn (fun x => κ * (E - V x)) (Icc a b) :=
    continuousOn_const.mul (continuousOn_const.sub hV)
  have hsol : Solves (fun x => κ * (E - V x)) ψ ψ' a b := by
    refine ⟨hψ, hψ', hd, fun x hx => (hd' x hx).congr_deriv ?_⟩
    show ψ'' x = -(κ * (E - V x) * ψ x)
    linear_combination (-κ) * hS x hx - ψ'' x * hκ1
  have key : 4 / (b - a) ≤ ∫ x in a..b, max (κ * (E - V x)) 0 :=
    lyapunov_pos_part hab hq hsol ha hb hne
  have hmax : (fun x => max (κ * (E - V x)) 0) = fun x => κ * max (E - V x) 0 := by
    funext x
    rw [mul_max_of_nonneg _ _ hκ.le, mul_zero]
  rw [hmax, intervalIntegral.integral_const_mul] at key
  calc 2 * hbar ^ 2 / (m * (b - a)) = hbar ^ 2 / (2 * m) * (4 / (b - a)) := by
        field_simp
        ring
    _ ≤ hbar ^ 2 / (2 * m) * (κ * ∫ x in a..b, max (E - V x) 0) :=
        mul_le_mul_of_nonneg_left key hc.le
    _ = ∫ x in a..b, max (E - V x) 0 := by
        rw [← mul_assoc, mul_comm _ κ, hκ1, one_mul]

/-- The sine solves `u'' + u = 0` on `[0,π]`, vanishes at both ends and not at `π/2`. -/
theorem solves_witness :
    Solves (fun _ => 1) Real.sin Real.cos 0 Real.pi ∧ Real.sin 0 = 0 ∧ Real.sin Real.pi = 0 ∧
      Real.sin (Real.pi / 2) ≠ 0 := by
  refine ⟨⟨Real.continuous_sin.continuousOn, Real.continuous_cos.continuousOn,
    fun x _ => Real.hasDerivAt_sin x,
    fun x _ => (Real.hasDerivAt_cos x).congr_deriv (by simp)⟩, Real.sin_zero, Real.sin_pi, ?_⟩
  rw [Real.sin_pi_div_two]
  exact one_ne_zero

end LyapunovInequality
```

```lean
#print axioms LyapunovInequality.lyapunov
#print axioms LyapunovInequality.schrodinger_nodes
```

```
'LyapunovInequality.lyapunov' depends on axioms: [propext, Classical.choice, Quot.sound]
'LyapunovInequality.schrodinger_nodes' depends on axioms: [propext, Classical.choice, Quot.sound]
```

## Notes on the proof

`slope_bound` is Step 1. The fact `ftc` is the fundamental theorem in the form `intervalIntegral.integral_eq_sub_of_hasDerivAt_of_le`, which asks for continuity on the closed interval, a derivative on the open interval and integrability of that derivative. This is the same split as in `Solves`. In `mono`, `intervalIntegral.integral_mono_on` integrates the pointwise inequality, which `nlinarith` obtains from `sq_nonneg (u' x - k)`. The rewriting evaluates the left-hand integral term by term.

`amplitude_le_kinetic` is Step 2. `h1` and `h2` are `slope_bound` with `k` on $[a,c]$ and with `(-k)` on $[c,b]$, the hypotheses being restricted to the subintervals. `key` is the identity $4u(c)^2/L = 4k\,u(c) - k^2 L$ at the chosen slope. `intervalIntegral.integral_add_adjacent_intervals` splits the integral at $c$, and `linarith` adds the two bounds.

`kinetic_identity` is Step 3 and needs only $a \le b$. The product rule applied to `h.slope` and `h.eqn` gives the derivative as $u'u' + u\,(-qu)$, and `congr_deriv (by ring)` recasts it as `u' x ^ 2 - q x * u x ^ 2`. The fundamental theorem produces the boundary term `u b * u' b - u a * u' a`, which `ha` and `hb` remove.

`lyapunov_pos_part` is Step 4. `isCompact_Icc.exists_isMaxOn` gives the point `c`, and `hM` is $u(c)^2 > 0$. The two pointwise inequalities are joined by `trans` inside `mono`, the constant `u c ^ 2` is taken out of the integral, and `kinetic_identity`, used from right to left, replaces $\int qu^2$ by $\int u'^2$. The division by $u(c)^2$ is `le_of_mul_le_mul_right`, which cancels a positive factor from both sides. `lyapunov` is Step 5, with `max_le` combining $q \le |q|$ and $0 \le |q|$.

`schrodinger_nodes` is Step 6. `hsol` builds `Solves` for $q = \kappa(E - V)$, `key` is the positive-part bound for it, `hmax` moves $\kappa$ out of the maximum by `mul_max_of_nonneg`, and the final `calc` multiplies by $\hbar^2/2m$.

A technique worth reusing appears in the choices of `k` and `κ`. A quotient is introduced through its defining product equation, as in `∃ k : ℝ, k * (b - a) = 2 * u c`, and unpacked by `obtain`. From then on `k` is an opaque variable with one polynomial hypothesis `hk`, and identities that involve it are closed by `linear_combination`, which checks by ring normalisation that the difference of the goal's two sides equals the given combination of hypotheses. In `key`, after `div_eq_iff hL` has cleared the denominator, that difference is $(kL - 2u(c))^2$, and this is why the coefficient of `hk` is `k * (b - a) - 2 * u c`. In `hsol`, the combination `(-κ) * hS x hx - ψ'' x * hκ1` multiplies the Schrödinger equation by $-\kappa$ and then uses $\kappa\,\hbar^2/2m = 1$ on the coefficient of $\psi''$, as in Step 6.
